# The defect of the diagonal Padé approximant to the exponential starts at order 2m+1

One time step under a time-independent Hamiltonian $H$ applies $\exp(-iH\Delta t/\hbar)$, and implicit integrators such as Crank-Nicolson replace this exponential by a quotient of polynomials. To compare the two order by order, we treat the exponential as a formal power series in $z$ with rational coefficients, where $z$ stands for $-iH\Delta t/\hbar$. "Equal modulo $z^n$" then means that the difference is divisible by $z^n$, and convergence plays no part.

## The claim and its derivation

For a natural number $m$ let

$$N_m(z)=\sum_{k=0}^m a_{m,k}z^k,\qquad a_{m,k}=\frac{(2m-k)!\,m!}{(2m)!\,k!\,(m-k)!},\qquad D_m(z)=N_m(-z).$$

The approximant is $N_m/D_m$. The claim concerns its defect:

$$D_m(z)e^z-N_m(z)\equiv(-1)^m\frac{(m!)^2}{(2m)!\,(2m+1)!}\,z^{2m+1}\pmod{z^{2m+2}}.$$

**Recurrence for the numerators.** With $c_m=\frac{1}{4(2m+1)(2m+3)}$,

$$N_{m+2}=N_{m+1}+c_m z^2N_m .$$

The constant coefficients are all $1$, and $a_{m,1}=\tfrac12$ for $m\ge1$, so the two lowest orders agree. At $z^{k+2}$ with $k\le m$, divide by the common factor $\frac{(2m-k)!\,m!}{(2m)!\,(k+2)!\,(m-k)!}$ and multiply by $4(2m+1)(2m+3)$. What remains is

$$(2m+2-k)(2m+1-k)=2(2m+3)(m-k)+(k+1)(k+2),$$

which holds on expansion. For $k>m$ every term is zero.

**Recurrence for the remainders.** Define

$$T_m(z)=\sum_{j\ge0}\frac{m!\,(m+j)!}{(2m)!\,j!\,(2m+1+j)!}z^j .$$

Then $z^2T_{m+2}=c_mT_m-T_{m+1}$. At $z^n$, dividing by the coefficient of $T_m$ and clearing denominators leaves

$$n(n-1)=(2m+n+2)(2m+n+3)-2(2m+3)(m+n+1),$$

again true on expansion. The left side vanishes for $n=0,1$, as it must.

**Induction.** Let $R_m=D_me^z-N_m$. We show $R_m=(-1)^mz^{2m+1}T_m$.

- For $m=0$, $e^z-1=\sum_j z^{j+1}/(j+1)!=zT_0$.
- For $m=1$, the defect is $(1-\tfrac z2)e^z-1-\tfrac z2$. Its coefficients vanish through $z^2$, and at $z^{j+3}$ the coefficient is $\frac{1}{(j+3)!}-\frac{1}{2(j+2)!}=-\frac{j+1}{2(j+3)!}$, which is minus the $j$th coefficient of $T_1$.
- Since $(-z)^2=z^2$, the $D_m$ obey the same recurrence as the $N_m$. Hence

$$R_{m+2}=R_{m+1}+c_mz^2R_m=(-1)^mz^{2m+3}(c_mT_m-T_{m+1})=(-1)^mz^{2m+5}T_{m+2}.$$

The constant term $T_m(0)=\frac{(m!)^2}{(2m)!\,(2m+1)!}$ gives the claim. It is nonzero, so the defect has no higher order. Since $D_m(0)=1$, dividing by $D_m$ leaves the leading term unchanged, so $e^z-N_m/D_m$ has the same one. For Crank-Nicolson, $m=1$, the leading term is $-z^3/12$.

**Uniqueness.** Suppose $p,q$ have degree at most $m$ and $qe^z-p$ is divisible by $z^{2m+1}$. Then so is

$$qN_m-pD_m=D_m(qe^z-p)-q(D_me^z-N_m).$$

This polynomial has degree at most $2m$, so it is zero.

## Polynomials and series in Lean

```lean
import Mathlib

open Polynomial
open scoped Nat PowerSeries

namespace DiagonalPade

noncomputable section
```

The variable $z$ is written `X`, and `padeN m` is $N_m$, a polynomial over `ℚ`.

```lean
/-- The numerator `N(z)` of the diagonal `(m,m)` Padé approximant of the exponential. -/
def padeN (m : ℕ) : ℚ[X] :=
  ∑ k ∈ Finset.range (m + 1),
    C (((2 * m - k)! * m ! : ℚ) / ((2 * m)! * k ! * (m - k)!)) * X ^ k
```

The denominator is obtained by substituting $-z$.

```lean
/-- The denominator `N(-z)` of the diagonal Padé approximant. -/
def padeD (m : ℕ) : ℚ[X] := (padeN m).comp (-X)
```

The name `tail` denotes $T_m$. It is the remainder series with its sign and the power $z^{2m+1}$ removed, not the truncated end of the exponential series.

```lean
/-- The power series with coefficients `m! (m+j)! / ((2m)! j! (2m+1+j)!)`. -/
def tail (m : ℕ) : ℚ⟦X⟧ :=
  PowerSeries.mk fun j => (m ! * (m + j)! : ℚ) / ((2 * m)! * j ! * (2 * m + 1 + j)!)
```

## Coefficients and recurrence of the numerators

```lean
/-- The coefficient of `z^k` in `N(z)` is the Padé coefficient for `k ≤ m` and zero beyond. -/
theorem padeN_coeff (m k : ℕ) : (padeN m).coeff k =
    if k ≤ m then ((2 * m - k)! * m ! : ℚ) / ((2 * m)! * k ! * (m - k)!) else 0 := by
  simp only [padeN, Polynomial.finsetSum_coeff, coeff_C_mul, coeff_X_pow, mul_ite, mul_one, mul_zero,
    Finset.sum_ite_eq, Finset.mem_range, Nat.lt_add_one_iff]
```

The condition `k ≤ m` matters. Natural-number subtraction stops at zero, so at $k=m+1$ the factor `(m - k)!` would become $0!=1$ and the bare formula would give a nonzero coefficient that the polynomial does not have. The next lemma writes $m=k+d$ and so removes the subtractions.

```lean
private lemma coeff_of_eq {m k : ℕ} (d : ℕ) (h : m = k + d) : (padeN m).coeff k =
    ((k + 2 * d)! * m ! : ℚ) / ((2 * m)! * k ! * d !) := by
  rw [padeN_coeff, if_pos (by omega), show 2 * m - k = k + 2 * d by omega,
    show m - k = d by omega]
```

The two lowest coefficients follow.

```lean
private lemma coeff_zero' (m : ℕ) : (padeN m).coeff 0 = 1 := by
  rw [coeff_of_eq m (by omega), zero_add, Nat.factorial_zero, Nat.cast_one, mul_one]
  exact div_self (by positivity)

private lemma coeff_one' (m : ℕ) : (padeN (m + 1)).coeff 1 = 1 / 2 := by
  rw [coeff_of_eq m (by omega), show 1 + 2 * m = 2 * m + 1 by ring,
    show 2 * (m + 1) = 2 * m + 2 by ring]
  push_cast [Nat.factorial_succ, Nat.factorial_zero]
  field_simp
  ring
```

The recurrence is proved coefficient by coefficient. The cases $k<m$, $k=m$ and $k>m$ are separated because $N_{m+1}$ has no term $z^{m+2}$. In the first two, `field_simp` clears the factorials and `ring` checks the polynomial identity found above.

```lean
/-- Three-term recurrence of the Padé numerators:
`N_(m+2) = N_(m+1) + z² N_m / (4 (2m+1) (2m+3))`. -/
theorem padeN_recurrence (m : ℕ) : padeN (m + 2) =
    padeN (m + 1) + C (1 / (4 * (2 * (m : ℚ) + 1) * (2 * m + 3))) * (X ^ 2 * padeN m) := by
  ext n
  rw [coeff_add, coeff_C_mul]
  match n with
  | 0 => simp [coeff_zero']
  | 1 =>
    rw [coeff_X_pow_mul', if_neg (by norm_num), coeff_one' (m + 1), coeff_one' m]
    ring
  | k + 2 =>
    rw [coeff_X_pow_mul]
    rcases lt_trichotomy k m with h | h | h
    · -- generic coefficient: all three terms contribute
      obtain ⟨d, hd⟩ : ∃ d, m = k + 1 + d := ⟨m - (k + 1), by omega⟩
      have hm : (m : ℚ) = k + 1 + d := by rw [hd]; push_cast; ring
      rw [coeff_of_eq (d + 1) (by omega), coeff_of_eq d (by omega),
        coeff_of_eq (d + 1) (by omega),
        show k + 2 + 2 * (d + 1) = k + 2 * d + 4 by ring,
        show k + 2 + 2 * d = k + 2 * d + 2 by ring,
        show k + 2 * (d + 1) = k + 2 * d + 2 by ring,
        show 2 * (m + 2) = 2 * m + 4 by ring, show 2 * (m + 1) = 2 * m + 2 by ring]
      push_cast [Nat.factorial_succ]
      field_simp
      rw [hm]
      ring
    · -- leading coefficient
      subst h
      rw [coeff_of_eq 0 (by omega), padeN_coeff (k + 1), if_neg (by omega),
        coeff_of_eq 0 (by omega), show 2 * (k + 2) = 2 * k + 4 by ring]
      simp only [mul_zero, add_zero]
      push_cast [Nat.factorial_succ, Nat.factorial_zero]
      field_simp
      ring
    · rw [padeN_coeff, padeN_coeff, padeN_coeff, if_neg (by omega), if_neg (by omega),
        if_neg (by omega)]
      ring
```

## Recurrence of the remainder series

```lean
private lemma tail_coeff (m j : ℕ) : PowerSeries.coeff j (tail m) =
    (m ! * (m + j)! : ℚ) / ((2 * m)! * j ! * (2 * m + 1 + j)!) :=
  PowerSeries.coeff_mk _ _
```

Here the orders $n=0$ and $n=1$ are separate, since $z^2T_{m+2}$ contributes nothing to them.

```lean
/-- The tail series obey `z² T_(m+2) = T_m / (4 (2m+1) (2m+3)) - T_(m+1)`. -/
theorem tail_recurrence (m : ℕ) : PowerSeries.X ^ 2 * tail (m + 2) =
    PowerSeries.C (1 / (4 * (2 * (m : ℚ) + 1) * (2 * m + 3))) * tail m - tail (m + 1) := by
  ext n
  rw [map_sub, PowerSeries.coeff_C_mul, tail_coeff, tail_coeff]
  match n with
  | 0 =>
    rw [PowerSeries.coeff_X_pow_mul', if_neg (by norm_num)]
    simp only [add_zero]
    rw [show 2 * (m + 1) = 2 * m + 2 by ring]
    push_cast [Nat.factorial_succ, Nat.factorial_zero]
    field_simp
    ring
  | 1 =>
    rw [PowerSeries.coeff_X_pow_mul', if_neg (by norm_num),
      show 2 * (m + 1) = 2 * m + 2 by ring]
    push_cast [Nat.factorial_succ, Nat.factorial_zero]
    field_simp
    ring
  | j + 2 =>
    rw [PowerSeries.coeff_X_pow_mul, tail_coeff,
      show m + 2 + j = m + j + 2 by ring, show 2 * (m + 2) + 1 + j = 2 * m + j + 5 by ring,
      show m + (j + 2) = m + j + 2 by ring, show 2 * m + 1 + (j + 2) = 2 * m + j + 3 by ring,
      show m + 1 + (j + 2) = m + j + 3 by ring,
      show 2 * (m + 1) + 1 + (j + 2) = 2 * m + j + 5 by ring,
      show 2 * (m + 2) = 2 * m + 4 by ring, show 2 * (m + 1) = 2 * m + 2 by ring]
    push_cast [Nat.factorial_succ]
    field_simp
    ring
```

## The defect to all orders

The coefficients $1/n!$ of the exponential give the two base cases, the second written out with its factors of $\tfrac12$.

```lean
private lemma exp_coeff (n : ℕ) : PowerSeries.coeff n (PowerSeries.exp ℚ) = 1 / (n ! : ℚ) := by
  simp [PowerSeries.coeff_exp]

private lemma base_zero : PowerSeries.exp ℚ - 1 = PowerSeries.X ^ 1 * tail 0 := by
  ext n
  rw [map_sub, exp_coeff, PowerSeries.coeff_one]
  match n with
  | 0 => simp
  | n + 1 =>
    rw [PowerSeries.coeff_X_pow_mul, tail_coeff, if_neg (by omega),
      show 2 * 0 + 1 + n = n + 1 by ring, zero_add, mul_zero, Nat.factorial_zero]
    push_cast [Nat.factorial_succ]
    field_simp
    ring

private lemma base_one : PowerSeries.exp ℚ
    + PowerSeries.C (-1 / 2 : ℚ) * (PowerSeries.X ^ 1 * PowerSeries.exp ℚ) - 1
    - PowerSeries.C (1 / 2 : ℚ) * PowerSeries.X = -(PowerSeries.X ^ 3 * tail 1) := by
  ext n
  simp only [map_sub, map_add, map_neg, PowerSeries.coeff_C_mul, PowerSeries.coeff_X_pow_mul',
    exp_coeff, PowerSeries.coeff_one, PowerSeries.coeff_X, tail_coeff]
  match n with
  | 0 => norm_num [Nat.factorial]
  | 1 => norm_num [Nat.factorial]
  | 2 => norm_num [Nat.factorial]
  | n + 3 =>
    rw [if_pos (by omega), if_neg (by omega), if_neg (by omega), if_pos (by omega),
      show n + 3 - 1 = n + 2 by omega, show n + 3 - 3 = n by omega,
      show 2 * 1 + 1 + n = n + 3 by ring, show 1 + n = n + 1 by ring,
      show 2 * 1 = 0 + 2 by norm_num]
    push_cast [Nat.factorial_succ, Nat.factorial_zero]
    field_simp
    ring
```

The case $m=1$ is identified as the Crank-Nicolson numerator.

```lean
/-- For `m = 1` the numerator is that of the Crank-Nicolson step, `1 + z/2`. -/
theorem padeN_one : padeN 1 = 1 + C (1 / 2) * X := by
  norm_num [padeN, Finset.sum_range_succ, Nat.factorial]
```

The theorem below states $R_m=(-1)^mz^{2m+1}T_m$ as an equality of power series; the arrows to `ℚ⟦X⟧` regard polynomials as series. In the step to $m+2$, `linear_combination` adds the two earlier cases and the recurrence for $T_m$ with the weights used in the induction.

```lean
/-- The Padé defect to all orders: `N(-z) exp(z) - N(z) = (-1)^m z^(2m+1) T_m(z)`,
with `T_m` the tail series. -/
theorem pade_remainder : ∀ m : ℕ,
    (padeD m : ℚ⟦X⟧) * PowerSeries.exp ℚ - (padeN m : ℚ⟦X⟧) =
      (-1) ^ m * PowerSeries.X ^ (2 * m + 1) * tail m
  | 0 => by
    have h : padeN 0 = 1 := by simp [padeN]
    rw [padeD, h, one_comp, Polynomial.coe_one]
    linear_combination base_zero
  | 1 => by
    have h : padeD 1 = 1 + C (-1 / 2) * X := by
      rw [padeD, padeN_one, show (-1 / 2 : ℚ) = -(1 / 2) by norm_num, C_neg]
      simp only [add_comp, one_comp, mul_comp, C_comp, X_comp]
      ring
    rw [h, padeN_one]
    simp only [Polynomial.coe_add, Polynomial.coe_one, Polynomial.coe_mul, Polynomial.coe_C,
      Polynomial.coe_X]
    linear_combination base_one
  | m + 2 => by
    -- numerator and denominator follow the same recurrence; `tail_recurrence` closes the step
    have h1 := pade_remainder (m + 1)
    have h0 := pade_remainder m
    have hD : padeD (m + 2) = padeD (m + 1)
        + C (1 / (4 * (2 * (m : ℚ) + 1) * (2 * m + 3))) * (X ^ 2 * padeD m) := by
      simp only [padeD, padeN_recurrence m, add_comp, mul_comp, C_comp, pow_comp, X_comp, neg_sq]
    rw [hD, padeN_recurrence m]
    simp only [Polynomial.coe_add, Polynomial.coe_mul, Polynomial.coe_pow, Polynomial.coe_C,
      Polynomial.coe_X]
    linear_combination h1
      + PowerSeries.C (1 / (4 * (2 * (m : ℚ) + 1) * (2 * m + 3))) * PowerSeries.X ^ 2 * h0
      - (-1) ^ m * PowerSeries.X ^ (2 * m + 3) * tail_recurrence m
```

## Leading term, exact order and uniqueness

The congruence becomes a divisibility: $z^{2m+2}$ divides the defect minus its claimed leading term. The proof writes $T_m$ as its constant term plus $z$ times a series `s`.

```lean
/-- Leading term of the diagonal Padé defect: modulo `z^(2m+2)`, the defect `N(-z) exp(z) - N(z)`
equals `(-1)^m (m!)² z^(2m+1) / ((2m)! (2m+1)!)`. -/
theorem pade_leading_error (m : ℕ) : PowerSeries.X ^ (2 * m + 2) ∣
    (padeD m : ℚ⟦X⟧) * PowerSeries.exp ℚ - (padeN m : ℚ⟦X⟧)
      - PowerSeries.C ((-1) ^ m * (m ! : ℚ) ^ 2 / ((2 * m)! * (2 * m + 1)!))
        * PowerSeries.X ^ (2 * m + 1) := by
  -- split off the constant term of the tail
  have hX : PowerSeries.X ∣
      tail m - PowerSeries.C ((m ! : ℚ) ^ 2 / ((2 * m)! * (2 * m + 1)!)) := by
    rw [PowerSeries.X_dvd_iff, map_sub, ← PowerSeries.coeff_zero_eq_constantCoeff_apply,
      tail_coeff, PowerSeries.constantCoeff_C]
    simp [pow_two]
  obtain ⟨s, hs⟩ := hX
  refine ⟨(-1) ^ m * s, ?_⟩
  rw [pade_remainder, mul_div_assoc, map_mul, map_pow, map_neg, map_one]
  linear_combination (-1) ^ m * PowerSeries.X ^ (2 * m + 1) * hs
```

If the defect itself were divisible by $z^{2m+2}$, the leading term would be too, but its coefficient is nonzero.

```lean
/-- The defect `N(-z) exp(z) - N(z)` does not vanish modulo `z^(2m+2)`. -/
theorem pade_order_sharp (m : ℕ) : ¬ PowerSeries.X ^ (2 * m + 2) ∣
    (padeD m : ℚ⟦X⟧) * PowerSeries.exp ℚ - (padeN m : ℚ⟦X⟧) := by
  intro h
  have h2 := dvd_sub h (pade_leading_error m)
  rw [sub_sub_cancel] at h2
  have h3 := PowerSeries.X_pow_dvd_iff.1 h2 (2 * m + 1) (by omega)
  rw [PowerSeries.coeff_C_mul, PowerSeries.coeff_X_pow, if_pos rfl, mul_one] at h3
  exact div_ne_zero (mul_ne_zero (pow_ne_zero _ (by norm_num)) (by positivity))
    (by positivity) h3
```

The uniqueness theorem is stated as a cross-multiplied identity, so it also admits $p=q=0$. For $q\ne0$ it says that $p/q$ and $N_m/D_m$ are the same rational function. The proof eliminates the exponential as above, then compares coefficients up to degree $2m$ and beyond it.

```lean
/-- Uniqueness: if `p` and `q` have degree at most `m` and `q(z) exp(z) - p(z)` vanishes modulo
`z^(2m+1)`, then `p(z) N(-z) = q(z) N(z)`. -/
theorem pade_unique (m : ℕ) (p q : ℚ[X]) (hp : p.natDegree ≤ m) (hq : q.natDegree ≤ m)
    (h : PowerSeries.X ^ (2 * m + 1) ∣ (q : ℚ⟦X⟧) * PowerSeries.exp ℚ - (p : ℚ⟦X⟧)) :
    p * padeD m = q * padeN m := by
  have hN : (padeN m).natDegree ≤ m := by
    rw [natDegree_le_iff_coeff_eq_zero]
    intro k hk
    rw [padeN_coeff, if_neg (by omega)]
  have hD : (padeD m).natDegree ≤ m := by
    rw [padeD, natDegree_comp, natDegree_neg, natDegree_X, mul_one]
    exact hN
  -- eliminate the exponential between the two approximants
  have hd : PowerSeries.X ^ (2 * m + 1) ∣
      ((q * padeN m : ℚ[X]) : ℚ⟦X⟧) - ((p * padeD m : ℚ[X]) : ℚ⟦X⟧) := by
    obtain ⟨a, ha⟩ := h
    refine ⟨(padeD m : ℚ⟦X⟧) * a - (q : ℚ⟦X⟧) * ((-1) ^ m * tail m), ?_⟩
    rw [Polynomial.coe_mul, Polynomial.coe_mul]
    linear_combination (padeD m : ℚ⟦X⟧) * ha - (q : ℚ⟦X⟧) * pade_remainder m
  ext n
  by_cases hn : n < 2 * m + 1
  · have h0 := PowerSeries.X_pow_dvd_iff.1 hd n hn
    rw [map_sub, Polynomial.coeff_coe, Polynomial.coeff_coe, sub_eq_zero] at h0
    exact h0.symm
  · -- beyond degree `2m` both products have no coefficients
    rw [coeff_eq_zero_of_natDegree_lt (lt_of_le_of_lt natDegree_mul_le (by omega)),
      coeff_eq_zero_of_natDegree_lt (lt_of_le_of_lt natDegree_mul_le (by omega))]

end

end DiagonalPade
```

For a finite-dimensional, time-independent $H$, these series identities identify the leading local error of Crank-Nicolson and its higher-order diagonal relatives in quantum propagation. One way to reach an error bound for an actual step is to substitute the matrix $-iH\Delta t/\hbar$ for $z$, invert the denominator and estimate the remainder in norm. The theorems leave this to separate analysis.

```lean
#print axioms DiagonalPade.pade_order_sharp
-- 'DiagonalPade.pade_order_sharp' depends on axioms: [propext, Classical.choice, Quot.sound]
#print axioms DiagonalPade.pade_unique
-- 'DiagonalPade.pade_unique' depends on axioms: [propext, Classical.choice, Quot.sound]
```
